# The derivative of the Gamma function at positive real argument as Euler's integral with a logarithm

For every real s > 0, the declaration states that e^(−y) y^(s−1) log y is integrable over y > 0, and that its integral is the derivative of the Gamma function at s. It is a purely mathematical statement about an integral of a kind met in physics, and it assumes no physical model. For integrability, the attempt bounds |log y| by (2/s)(y^(s/2) + y^(−s/2)), which reduces the matter to two convergent Gamma integrals, at 3s/2 and s/2. For the derivative, it takes Mathlib's result for the complex Gamma integral, restricts it to the real line, and identifies the complex-valued integral there with the real one.

As first written in Lean, the proof fails:

```lean
import Mathlib

open MeasureTheory Set

namespace GammaLog

noncomputable section

/-- For `s > 0`, Euler's integral with an extra logarithm converges and is the derivative of
the Gamma function. -/
theorem gamma_log {s : ℝ} (hs : 0 < s) :
    IntegrableOn (fun y : ℝ => Real.exp (-y) * y ^ (s - 1) * Real.log y) (Ioi 0) ∧
    HasDerivAt Real.Gamma
      (∫ y in Ioi (0 : ℝ), Real.exp (-y) * y ^ (s - 1) * Real.log y) s := by
  constructor
  · -- the logarithm is bounded by small positive and negative powers
    have h1 := Real.GammaIntegral_convergent (show 0 < s + s / 2 by positivity)
    have h2 := Real.GammaIntegral_convergent (show 0 < s - s / 2 by linarith)
    have hm : Measurable (fun y : ℝ => Real.exp (-y) * y ^ (s - 1) * Real.log y) := by
      fun_prop
    refine ((h1.add h2).const_mul (s / 2)⁻¹).mono' hm.aestronglyMeasurable ?_
    refine (ae_restrict_mem measurableSet_Ioi).mono fun y hy' => ?_
    have hy : 0 < y := hy'
    have hl : |Real.log y| ≤ (s / 2)⁻¹ * (y ^ (s / 2) + y ^ (-(s / 2))) := by
      have a := Real.log_le_rpow_div hy.le (half_pos hs)
      have b := Real.log_le_rpow_div (inv_pos.2 hy).le (half_pos hs)
      rw [Real.log_inv, Real.inv_rpow hy.le, ← Real.rpow_neg hy.le] at b
      have p : 0 < y ^ (s / 2) / (s / 2) := by positivity
      have q : 0 < y ^ (-(s / 2)) / (s / 2) := by positivity
      rw [abs_le, mul_add, ← div_eq_inv_mul, ← div_eq_inv_mul]
      constructor <;> linarith
    have h0 : 0 ≤ Real.exp (-y) * y ^ (s - 1) := by positivity
    rw [norm_mul, Real.norm_of_nonneg h0, Real.norm_eq_abs]
    refine (mul_le_mul_of_nonneg_left hl h0).trans (le_of_eq ?_)
    simp only [Pi.add_apply]
    rw [show s + s / 2 - 1 = (s - 1) + s / 2 by ring,
      show s - s / 2 - 1 = (s - 1) + -(s / 2) by ring, Real.rpow_add hy, Real.rpow_add hy]
    ring
  · have h := (Complex.hasDerivAt_GammaIntegral (s := (s : ℂ)) (by simpa using hs)).real_of_complex
    have hv : (∫ t in Ioi (0 : ℝ), (t : ℂ) ^ ((s : ℂ) - 1) *
        (Real.log t * Real.exp (-t))) =
        ((∫ y in Ioi (0 : ℝ), Real.exp (-y) * y ^ (s - 1) * Real.log y : ℝ) : ℂ) := by
      rw [← integral_ofReal]
      refine setIntegral_congr_fun measurableSet_Ioi fun y hy => ?_
      have hy0 : 0 ≤ y := (mem_Ioi.1 hy).le
      simp only [Complex.coe_algebraMap, RCLike.ofReal_mul, Complex.ofReal_mul,
        Complex.ofReal_cpow hy0, Complex.ofReal_sub, Complex.ofReal_one]
      norm_cast
      push_cast [Complex.ofReal_cpow hy0]
      ring
    refine (h.congr_of_eventuallyEq ?_).congr_deriv ?_
    · filter_upwards [Ioi_mem_nhds hs] with x hx
      have hx' : 0 < (x : ℂ).re := by simpa using hx
      rw [← Complex.Gamma_eq_integral hx', Complex.Gamma_ofReal, Complex.ofReal_re]
    · exact (congrArg Complex.re hv).trans (Complex.ofReal_re _)

end

end GammaLog
```

Lean reports:

```
Main.lean:43:10: error: Tactic `rewrite` failed: Did not find an occurrence of the pattern
  ↑(∫ (x : ?m.729), ?m.734 x ∂?m.731)
in the target expression
  ∫ (t : ℝ) in Ioi 0, ↑t ^ (↑s - 1) * (↑(Real.log t) * ↑(Real.exp (-t))) =
    ↑(∫ (y : ℝ) in Ioi 0, Real.exp (-y) * y ^ (s - 1) * Real.log y)

s : ℝ
hs : 0 < s
h :
  HasDerivAt (fun x => (↑x).GammaIntegral.re)
    (∫ (t : ℝ) in Ioi 0, ↑t ^ (↑s - 1) * (↑(Real.log t) * ↑(Real.exp (-t)))).re s
⊢ ∫ (t : ℝ) in Ioi 0, ↑t ^ (↑s - 1) * (↑(Real.log t) * ↑(Real.exp (-t))) =
    ↑(∫ (y : ℝ) in Ioi 0, Real.exp (-y) * y ^ (s - 1) * Real.log y)
```

This version goes through:

```diff
@@ -41,11 +41,16 @@
         (Real.log t * Real.exp (-t))) =
         ((∫ y in Ioi (0 : ℝ), Real.exp (-y) * y ^ (s - 1) * Real.log y : ℝ) : ℂ) := by
-      rw [← integral_ofReal]
-      refine setIntegral_congr_fun measurableSet_Ioi fun y hy => ?_
+      have hcast : ∫ y in Ioi (0 : ℝ),
+          ((Real.exp (-y) * y ^ (s - 1) * Real.log y : ℝ) : ℂ) =
+          ((∫ y in Ioi (0 : ℝ), Real.exp (-y) * y ^ (s - 1) * Real.log y : ℝ) : ℂ) :=
+        integral_ofReal (𝕜 := ℂ)
+          (f := fun y : ℝ => Real.exp (-y) * y ^ (s - 1) * Real.log y)
+      refine Eq.trans (setIntegral_congr_fun measurableSet_Ioi fun y hy => ?_) hcast
       have hy0 : 0 ≤ y := (mem_Ioi.1 hy).le
-      simp only [Complex.coe_algebraMap, RCLike.ofReal_mul, Complex.ofReal_mul,
-        Complex.ofReal_cpow hy0, Complex.ofReal_sub, Complex.ofReal_one]
-      norm_cast
-      push_cast [Complex.ofReal_cpow hy0]
+      have hpow : ((y ^ (s - 1) : ℝ) : ℂ) = (y : ℂ) ^ ((s : ℂ) - 1) := by
+        rw [Complex.ofReal_cpow hy0, Complex.ofReal_sub, Complex.ofReal_one]
+      show (y : ℂ) ^ ((s : ℂ) - 1) * (Real.log y * Real.exp (-y)) =
+        ((Real.exp (-y) * y ^ (s - 1) * Real.log y : ℝ) : ℂ)
+      rw [Complex.ofReal_mul, Complex.ofReal_mul, hpow]
       ring
     refine (h.congr_of_eventuallyEq ?_).congr_deriv ?_
```

The message says that `rw [← integral_ofReal]` found no cast of an integral to rewrite, although the goal's right-hand side looks like one. The two arrows are different functions. `integral_ofReal` is stated for a general `RCLike` field and uses that class's cast from the reals, while the goal uses `Complex.ofReal`. Over ℂ the two agree by definition, but `rw` looks for a matching form and does not unfold far enough to see this.

The repair states the needed equation as `hcast`, written with the complex cast, and proves it by giving `integral_ofReal` as a term with `𝕜 := ℂ` and the integrand named. Lean then only has to check that the two statements agree by definition, which succeeds. `Eq.trans` joins `hcast` to the pointwise comparison of the integrands.

The rest of the diff replaces the `simp only`, `norm_cast` and `push_cast` steps with an explicit cast of the power, `hpow`, a `show` and direct rewrites before `ring`. Lean stopped before reaching the old steps, so the message does not tell whether they would have worked.
